# The curl of electronic forces on two linearly coupled coordinates, and why it vanishes when D ∝ G − G*

## Can the curl formula for current-induced forces be machine-checked?

Let $W$ and $S$ be complex $n\times n$ matrices, let $A$ and $B$ be Hermitian, and let $x,y$ be real classical coordinates. A star denotes the adjoint. Where the inverse exists, define

$$G=(W-xA-yB)^{-1},\qquad D=GSG^*,\qquad F_x=\operatorname{tr}(AD),\qquad F_y=\operatorname{tr}(BD).$$

I think of $W$ as energy minus Hamiltonian minus retarded self-energy, at one fixed energy, and of $S$ as the injection of electrons from the leads. Neither depends on $x$ or $y$. I leave out the overall minus sign of the physical force and the prefactors of the energy integral.

The claim I know is

$$\partial_yF_x-\partial_xF_y=\operatorname{tr}\big(A(G-G^*)BD\big)-\operatorname{tr}\big(B(G-G^*)AD\big),$$

and that this vanishes in equilibrium, where $D$ is a scalar multiple of $G-G^*$. I call the left-hand side the curl: it is the usual $\partial_xf_y-\partial_yf_x$ for the force $f=-F$, with the minus sign restored. I would like to see this made rigorous, with real derivatives and a proof checked by machine. Can the equilibrium condition also be derived from a property of the source, and is there a definite example with non-zero curl?

## Differentiating the inverse and cycling the trace

Yes to all of these. Write $M=W-xA-yB$, so that $GM=MG=1$. Differentiating $MG=1$ with respect to $y$ gives $-BG+M\,\partial_yG=0$, hence

$$\partial_yG=GBG.$$

Since $A,B$ are Hermitian and $x,y$ are real, $G^*=(W^*-xA-yB)^{-1}$. The same rule gives $\partial_yG^*=G^*BG^*$. With $S$ constant, the product rule yields

$$\partial_yD=GBG\,SG^*+GS\,G^*BG^*=GBD+DBG^*.$$

Taking traces, and exchanging the roles of the coordinates for the second force,

$$\partial_yF_x=\operatorname{tr}(AGBD)+\operatorname{tr}(ADBG^*),$$
$$\partial_xF_y=\operatorname{tr}(BGAD)+\operatorname{tr}(BDAG^*).$$

Cyclicity turns the two terms with $G^*$ into $\operatorname{tr}(BG^*AD)$ and $\operatorname{tr}(AG^*BD)$. Subtracting and collecting terms gives the curl formula.

If $D=cX$ with $X=G-G^*$, the curl is $c\,[\operatorname{tr}(AXBX)-\operatorname{tr}(BXAX)]$, which is zero by cyclicity.

This form of $D$ follows from the source $S=c(W^*-W)$. The Hermitian couplings cancel in $M^*-M=W^*-W$, and $M^*G^*=(GM)^*=1$, so

$$D=c\,G(M^*-M)G^*=c(G-G^*).$$

Physically, $W^*-W$ measures the broadening by the leads. The source has this form, with a single factor $c$, when all leads fill the states with the same occupation at this energy.

For a non-zero curl, take two levels with $W=i\mathbb 1$, $A=\sigma_x$, $B=\sigma_y$ and $S=\operatorname{diag}(1,0)$. At the origin $G=-i\mathbb 1$, $D=S$ and $G-G^*=-2i\mathbb 1$. The curl is therefore

$$-2i\operatorname{tr}([\sigma_x,\sigma_y]S)=-2i\cdot 2i\operatorname{tr}(\sigma_zS)=4.$$

Both levels are broadened equally, but only one is fed.

## What the Lean theorems say

The definitions `green`, `density` and `force` are $G$, $D$ and $\operatorname{tr}(CD)$ for a coupling $C$. The index type `n` is any finite type, and `ᴴ` is the adjoint. The hypothesis `IsUnit (W - x • A - y • B)` says that the Green function exists at the point considered.

`curl` is built from Mathlib's `deriv`, which returns zero for a function that is not differentiable; `force_hasDerivAt` proves differentiability, so the curl formula concerns true derivatives.

- `curl_eq` is the formula for arbitrary $W$ and $S$.
- `curl_eq_zero` assumes $D=c(G-G^*)$ at the point and concludes that the curl is zero there.
- `curl_equilibrium` replaces that assumption by $S=c(W^*-W)$.
- `curl_two_level` is the example with curl 4.

The forces are complex-valued because $S$ is arbitrary; they are real when $S$ is Hermitian. The theorems treat one energy, frozen coordinates and lead self-energies independent of those coordinates. They make no statement about the energy integral or about a global potential.

```lean
import Mathlib

open Matrix
open scoped Matrix.Norms.Operator

namespace CurrentInducedForces

noncomputable section

variable {n : Type*} [Fintype n] [DecidableEq n]

/-- The Green function `G = (W - xA - yB)⁻¹` at the coordinates `x`, `y`. -/
def green (W A B : Matrix n n ℂ) (x y : ℝ) : Matrix n n ℂ :=
  (W - x • A - y • B)⁻¹

/-- The electron correlation matrix `D = G S G*` generated by the source `S`. -/
def density (W S A B : Matrix n n ℂ) (x y : ℝ) : Matrix n n ℂ :=
  green W A B x y * S * (green W A B x y)ᴴ

/-- The force `tr(C D)` on a coordinate that couples to the electrons through `C`. -/
def force (W S A B C : Matrix n n ℂ) (x y : ℝ) : ℂ :=
  (C * density W S A B x y).trace

/-- The curl `∂Fx/∂y - ∂Fy/∂x` of the force field `Fx = tr(A D)`, `Fy = tr(B D)`. -/
def curl (W S A B : Matrix n n ℂ) (x y : ℝ) : ℂ :=
  deriv (fun t => force W S A B A x t) y - deriv (fun t => force W S A B B t y) x

/-- Exchanging the two coordinates together with their couplings leaves `G` unchanged. -/
theorem green_swap (W A B : Matrix n n ℂ) (x y : ℝ) :
    green W A B x y = green W B A y x := by
  unfold green
  rw [sub_right_comm]

/-- For Hermitian couplings the adjoint of `G` is the Green function belonging to `W*`. -/
theorem green_adjoint {W A B : Matrix n n ℂ} (hA : A.IsHermitian) (hB : B.IsHermitian)
    (x y : ℝ) : (green W A B x y)ᴴ = green Wᴴ A B x y := by
  simp [green, conjTranspose_nonsing_inv, conjTranspose_sub, conjTranspose_smul,
    hA.eq, hB.eq]

/-- The Green function responds to a displacement as `∂G/∂y = G B G`. -/
theorem green_hasDerivAt {W A B : Matrix n n ℂ} {x y : ℝ}
    (h : IsUnit (W - x • A - y • B)) :
    HasDerivAt (fun t => green W A B x t)
      (green W A B x y * B * green W A B x y) y := by
  have hM : HasDerivAt (fun t : ℝ => W - x • A - t • B) (-B) y :=
    (((hasDerivAt_id y).smul_const B).const_sub (W - x • A)).congr_deriv (by simp)
  obtain ⟨u, hu⟩ := h
  have hi := hasFDerivAt_ringInverse (𝕜 := ℝ) u
  rw [hu] at hi
  have hc := hi.comp_hasDerivAt y hM
  have hG : green W A B x y = ↑u⁻¹ := by
    rw [green, ← hu, Matrix.coe_units_inv]
  have e : (fun t => green W A B x t) =
      Ring.inverse ∘ (fun t : ℝ => W - x • A - t • B) := by
    funext t
    exact Matrix.nonsing_inv_eq_ringInverse _
  rw [e, hG]
  refine hc.congr_deriv ?_
  simp

/-- For Hermitian `A` and `B` the force `tr(C D)` has the derivative `tr(C (G B D + D B G*))` with
respect to `y` wherever the Green function exists. -/
theorem force_hasDerivAt {W A B : Matrix n n ℂ} (S C : Matrix n n ℂ)
    (hA : A.IsHermitian) (hB : B.IsHermitian) {x y : ℝ}
    (h : IsUnit (W - x • A - y • B)) :
    HasDerivAt (fun t => force W S A B C x t)
      (C * (green W A B x y * B * density W S A B x y
        + density W S A B x y * B * (green W A B x y)ᴴ)).trace y := by
  have hs : IsUnit (Wᴴ - x • A - y • B) := by
    have e : Wᴴ - x • A - y • B = star (W - x • A - y • B) := by
      simp [star_eq_conjTranspose, hA.eq, hB.eq]
    rw [e]
    exact h.star
  -- product rule for `D = G S G*`
  have hD : HasDerivAt (fun t => density W S A B x t)
      (green W A B x y * B * density W S A B x y
        + density W S A B x y * B * (green W A B x y)ᴴ) y := by
    have h3 := ((green_hasDerivAt h).mul_const S).fun_mul (green_hasDerivAt hs)
    have e : (fun t => density W S A B x t) =
        fun t => green W A B x t * S * green Wᴴ A B x t := by
      funext t
      rw [density, green_adjoint hA hB]
    rw [e]
    refine h3.congr_deriv ?_
    rw [density, green_adjoint hA hB]
    noncomm_ring
  -- the trace is linear, so it passes through the derivative
  exact (LinearMap.toContinuousLinearMap
    (Matrix.traceLinearMap n ℝ ℂ)).hasFDerivAt.comp_hasDerivAt y (hD.const_mul C)

/-- For Hermitian couplings the curl of the electronic force field is `tr(A (G - G*) B D) - tr(B (G
- G*) A D)` wherever the Green function exists. -/
theorem curl_eq {W A B : Matrix n n ℂ} (S : Matrix n n ℂ)
    (hA : A.IsHermitian) (hB : B.IsHermitian) {x y : ℝ}
    (h : IsUnit (W - x • A - y • B)) :
    curl W S A B x y =
      (A * (green W A B x y - (green W A B x y)ᴴ) * B * density W S A B x y).trace
      - (B * (green W A B x y - (green W A B x y)ᴴ) * A * density W S A B x y).trace := by
  have hy := force_hasDerivAt S A hA hB h
  have h' : IsUnit (W - y • B - x • A) := by
    rw [sub_right_comm]
    exact h
  -- the `x` derivative follows by exchanging the coordinates
  have hx := force_hasDerivAt S B hB hA h'
  simp only [force, density, green_swap W B A] at hx
  have hx' : deriv (fun t => force W S A B B t y) x = _ := hx.deriv
  rw [curl, hy.deriv, hx']
  change _ - (B * (green W A B x y * A * density W S A B x y
    + density W S A B x y * A * (green W A B x y)ᴴ)).trace = _
  generalize density W S A B x y = D
  generalize (green W A B x y)ᴴ = K
  generalize green W A B x y = G
  -- cyclicity of the trace collects the four terms
  have h1 := Matrix.trace_mul_comm (A * D) (B * K)
  have h2 := Matrix.trace_mul_comm (B * D) (A * K)
  simp only [mul_add, mul_sub, sub_mul, Matrix.trace_add, Matrix.trace_sub,
    ← mul_assoc] at h1 h2 ⊢
  linear_combination h1 - h2

/-- For Hermitian couplings the curl vanishes at every point where `G` exists and `D` is a scalar
multiple of `G - G*`. -/
theorem curl_eq_zero {W S A B : Matrix n n ℂ}
    (hA : A.IsHermitian) (hB : B.IsHermitian) {x y : ℝ}
    (h : IsUnit (W - x • A - y • B)) (c : ℂ)
    (hD : density W S A B x y = c • (green W A B x y - (green W A B x y)ᴴ)) :
    curl W S A B x y = 0 := by
  rw [curl_eq S hA hB h, hD]
  generalize green W A B x y - (green W A B x y)ᴴ = X
  have h1 := Matrix.trace_mul_comm (A * X) (B * X)
  simp only [← mul_assoc] at h1
  rw [Matrix.mul_smul, Matrix.mul_smul, Matrix.trace_smul, Matrix.trace_smul, h1, sub_self]

/-- For Hermitian couplings a source `S = c (W* - W)` produces the correlation matrix `D = c (G -
G*)` wherever `G` exists. -/
theorem density_equilibrium {W A B : Matrix n n ℂ}
    (hA : A.IsHermitian) (hB : B.IsHermitian) {x y : ℝ}
    (h : IsUnit (W - x • A - y • B)) (c : ℂ) :
    density W (c • (Wᴴ - W)) A B x y
      = c • (green W A B x y - (green W A B x y)ᴴ) := by
  have h1 : green W A B x y * (W - x • A - y • B) = 1 :=
    Matrix.nonsing_inv_mul _ ((Matrix.isUnit_iff_isUnit_det _).mp h)
  have h2 : (W - x • A - y • B)ᴴ * (green W A B x y)ᴴ = 1 := by
    rw [← conjTranspose_mul, h1, conjTranspose_one]
  -- the Hermitian couplings cancel in `M* - M`, where `M = W - xA - yB`
  have e : Wᴴ - W = (W - x • A - y • B)ᴴ - (W - x • A - y • B) := by
    simp only [conjTranspose_sub, conjTranspose_smul, hA.eq, hB.eq, star_trivial]
    abel
  rw [density, e, Matrix.mul_smul, Matrix.smul_mul, mul_sub, sub_mul, h1, one_mul,
    mul_assoc, h2, mul_one]

/-- For Hermitian couplings and the source `S = c (W* - W)` the force field has zero curl wherever
`G` exists. -/
theorem curl_equilibrium {W A B : Matrix n n ℂ}
    (hA : A.IsHermitian) (hB : B.IsHermitian) {x y : ℝ}
    (h : IsUnit (W - x • A - y • B)) (c : ℂ) :
    curl W (c • (Wᴴ - W)) A B x y = 0 :=
  curl_eq_zero hA hB h c (density_equilibrium hA hB h c)

/-- Two levels with `W = i`, couplings `σx` and `σy`, and a source feeding only the first
level have a force field with curl `4` at the origin. -/
theorem curl_two_level :
    curl !![Complex.I, 0; 0, Complex.I] !![1, 0; 0, 0]
      !![0, 1; 1, 0] !![0, -Complex.I; Complex.I, 0] 0 0 = 4 := by
  have hA : (!![0, 1; 1, 0] : Matrix (Fin 2) (Fin 2) ℂ).IsHermitian := by
    ext i j
    fin_cases i <;> fin_cases j <;> simp
  have hB : (!![0, -Complex.I; Complex.I, 0] : Matrix (Fin 2) (Fin 2) ℂ).IsHermitian := by
    ext i j
    fin_cases i <;> fin_cases j <;> simp
  have hG : green !![Complex.I, 0; 0, Complex.I] !![0, 1; 1, 0]
      !![0, -Complex.I; Complex.I, 0] 0 0 = !![-Complex.I, 0; 0, -Complex.I] := by
    rw [green, zero_smul, zero_smul, sub_zero, sub_zero]
    apply Matrix.inv_eq_right_inv
    ext i j
    fin_cases i <;> fin_cases j <;> simp [Matrix.mul_apply, Fin.sum_univ_two]
  rw [curl_eq _ hA hB (by
    rw [zero_smul, zero_smul, sub_zero, sub_zero, Matrix.isUnit_iff_isUnit_det]
    simp [Matrix.det_fin_two]), density, hG]
  -- evaluate `G*` and `G - G*` before multiplying out
  have hGs : (!![-Complex.I, 0; 0, -Complex.I] : Matrix (Fin 2) (Fin 2) ℂ)ᴴ
      = !![Complex.I, 0; 0, Complex.I] := by
    ext i j
    fin_cases i <;> fin_cases j <;> simp
  have hX : (!![-Complex.I, 0; 0, -Complex.I] : Matrix (Fin 2) (Fin 2) ℂ)
      - !![Complex.I, 0; 0, Complex.I] = !![-2 * Complex.I, 0; 0, -2 * Complex.I] := by
    ext i j
    fin_cases i <;> fin_cases j <;> simp <;> ring
  rw [hGs, hX]
  simp only [Matrix.mul_fin_two, Matrix.trace_fin_two_of]
  linear_combination (4 * Complex.I ^ 2 - 4) * Complex.I_sq

end

end CurrentInducedForces
```

```lean
#print axioms CurrentInducedForces.curl_equilibrium
#print axioms CurrentInducedForces.curl_two_level
```

```
'CurrentInducedForces.curl_equilibrium' depends on axioms: [propext, Classical.choice, Quot.sound]
'CurrentInducedForces.curl_two_level' depends on axioms: [propext, Classical.choice, Quot.sound]
```

## How the proof follows the calculation

`green_hasDerivAt` combines the derivative $-B$ of $M$ with Mathlib's derivative of the ring inverse, `hasFDerivAt_ringInverse`. The two minus signs cancel and leave $GBG$.

`green_adjoint` identifies $G^*$ as the Green function of $W^*$. In `force_hasDerivAt`, `hs` supplies the invertibility needed to differentiate that Green function, and `h3` is the product rule. `noncomm_ring` regroups the result into $GBD+DBG^*$, and the trace passes through the derivative as a continuous linear map.

`curl_eq` uses this lemma twice, the second time with the coordinates exchanged through `green_swap`. The facts `h1` and `h2` are the two cyclic permutations above, and `linear_combination h1 - h2` collects the terms. One more cyclic permutation proves `curl_eq_zero`.

`density_equilibrium` carries out the cancellation in $G(M^*-M)G^*$, and `curl_equilibrium` feeds its result to `curl_eq_zero`. For the two-level system, the proof verifies the inverse, inserts the matrices into `curl_eq` and reduces with $i^2=-1$.

## A Hamiltonian that is nonlinear in the coordinates

The model could have used a twice continuously differentiable Hermitian $H(x,y)$ in place of $xA+yB$, with $A=\partial_xH$ and $B=\partial_yH$ varying from point to point. The curl would then acquire the extra term $\operatorname{tr}((\partial_yA-\partial_xB)D)$, which is zero because mixed second derivatives agree. The formula would keep its shape, at the price of a smoothness hypothesis and a longer product rule.

## Consequence for dynamics under current

For non-interacting electrons with these linear couplings, a non-zero curl means that the force at the given energy can do net work on the coordinates around a small closed loop. If the curl is still non-zero after the integration over energy, a molecular dynamics simulation of such a model cannot derive its electronic forces from a potential energy surface.
